# For a shallow square well in one dimension, p/K² of the even bound state tends to the half-width

A grid calculation of a weakly bound state is often done in a finite box, with the wave function set to zero at the wall. The wave function leaks far out of a shallow well, so the box should be long enough for the tail to be small there. An estimate of the decay constant gives a first box length before the state has been computed.

Take a particle of mass $m$ in a square well of depth $V_0$ on $-a<x<a$, and measure the depth by the wave number $K$, where $K^2=2mV_0/\hbar^2$. An even bound state is $\cos(qx)$ inside and $B e^{-px}$ to the right, with $0<q<K$ and $p=\sqrt{K^2-q^2}$. Many textbooks write $\kappa$ for $p$, which is not a momentum here, and some use $a$ for the full width. If $Ka\le\pi$, there is exactly one such state, and

$$a\,(1-a^2K^2)<\frac{p}{K^2}<a .$$

Hence $p/K^2\to a$ as $K$ decreases to $0$ at fixed $a$.

## Box length and decay constant in a calculation

Let the box wall be at $x=L$. Relative to its value at the well edge, the exact tail there is $e^{-p(L-a)}$. For $aK<1$ the lower bound on $p$ keeps this below a tolerance $\varepsilon<1$ if

$$L=a+\frac{\ln(1/\varepsilon)}{aK^2(1-a^2K^2)} .$$

For the square well without a box, a root finder solves $q=K\cos(qa)$ on $0<q<\pi/(2a)$. The decay constant is best taken from $p=K\sin(qa)$, because $\sqrt{K^2-q^2}$ subtracts two nearly equal numbers when the well is shallow.

For $a=1$ and $K=0.2$, iterating $q=0.2\cos q$ from $q=0.2$ gives $0.19601$, $0.19617$, $0.19616$. Then $p=0.2\sin q\approx0.03898$ and $p/K^2\approx0.975$, between the bounds $0.96$ and $1$. With $\varepsilon=10^{-6}$ the box rule gives $L\approx1+13.82/0.0384\approx361$ half-widths.

The estimate applies to an electron in a thin semiconductor layer as far as that electron is described by one particle of constant effective mass in a square well.

## From matching at the edge to the bounds

**Matching.** Continuity of value and slope at $x=a$ reads
$$\cos(qa)=Be^{-pa},\qquad -q\sin(qa)=-pBe^{-pa}.$$
Eliminating $B$ gives $q\sin(qa)=p\cos(qa)$. Conversely, if this equation holds, $B=\cos(qa)e^{pa}$ satisfies both conditions.

**Squaring.** From $q^2\sin^2(qa)=(K^2-q^2)\cos^2(qa)$ follows $q^2=K^2\cos^2(qa)$, so $q=K|\cos(qa)|$. The cosine is not zero, since the sine would then vanish too. Multiplying the matching equation by $\cos(qa)$ gives $q\sin(qa)\cos(qa)=p\cos^2(qa)>0$, so sine and cosine have the same sign. Conversely, these two conditions give $p=K|\sin(qa)|>0$, hence $q<K$, and $q\sin(qa)=K|\cos(qa)|\sin(qa)=K|\sin(qa)|\cos(qa)=p\cos(qa)$.

**Existence.** The function $q-K\cos(qa)$ is $-K$ at $q=0$ and $\pi/(2a)$ at $q=\pi/(2a)$. It has a zero in between, where sine and cosine are positive. This gives a bound state at every depth.

**Uniqueness.** If $Ka\le\pi$, then $0<qa<\pi$, so the sine is positive, and therefore the cosine is too. Thus $qa<\pi/2$, $q=K\cos(qa)$ and $p=K\sin(qa)$. Two solutions $q_1<q_2$ would give $q_1=K\cos(q_1a)>K\cos(q_2a)=q_2$, a contradiction. If $Ka>\pi$, the function $q+K\cos(qa)$ is negative at $\pi/a$ and positive at $3\pi/(2a)$. Its zero in between, where sine and cosine are both negative, is a second state.

**Bounds.** For $Ka\le\pi$, $\sin t<t$ gives $p=K\sin(qa)<Kqa<aK^2$. From $t<\tan t$ at $t=qa$, multiplied by $K\cos(qa)=q$, follows $aq^2<p$. Since $q^2=K^2-p^2>K^2-a^2K^4$,
$$p>aK^2(1-a^2K^2).$$
Division by $K^2$ gives the stated bounds, and both sides tend to $a$.

**Energy.** The binding energy is $\hbar^2p^2/2m$, so
$$\frac{\hbar^2p^2/2m}{V_0^2}=\frac{2m}{\hbar^2}\Big(\frac{p}{K^2}\Big)^2\to\frac{2ma^2}{\hbar^2}.$$

## The Lean file

```lean
import Mathlib

open Real Filter Topology

namespace WeakBindingSquareWell

noncomputable section

/-- The even wave `cos (q x)` inside the well. -/
def inside (q x : ℝ) : ℝ := cos (q * x)

/-- The exponential tail `B exp (-p x)` to the right of the well. -/
def outside (B p x : ℝ) : ℝ := B * exp (-p * x)

/-- The decay constant `p = √(K² - q²)` outside a well of depth parameter `K`,
for interior wave number `q` with `q² ≤ K²`. -/
def decay (K q : ℝ) : ℝ := √(K ^ 2 - q ^ 2)

/-- `q` is the interior wave number of an even bound state of the well of half-width `a`
and depth parameter `K`: it lies in `(0, K)` and satisfies `q sin (q a) = p cos (q a)`. -/
def IsEvenBound (a K q : ℝ) : Prop :=
  0 < q ∧ q < K ∧ q * sin (q * a) = decay K q * cos (q * a)

/-- The equation `q sin (q a) = p cos (q a)` holds exactly when some tail amplitude `B` makes
the wave function and its slope continuous at the edge `x = a`. -/
theorem matching_iff (a p q : ℝ) :
    q * sin (q * a) = p * cos (q * a) ↔
      ∃ B, inside q a = outside B p a ∧ deriv (inside q) a = deriv (outside B p) a := by
  have h1 : HasDerivAt (inside q) (-(q * sin (q * a))) a := by
    have h := ((hasDerivAt_id' a).const_mul q).cos
    exact h.congr_deriv (by ring)
  have h2 : ∀ B, HasDerivAt (outside B p) (-(p * (B * exp (-p * a)))) a := by
    intro B
    have h := (((hasDerivAt_id' a).const_mul (-p)).exp).const_mul B
    exact h.congr_deriv (by ring)
  have e : exp (p * a) * exp (-p * a) = 1 := by
    rw [← Real.exp_add, show p * a + -p * a = 0 by ring, Real.exp_zero]
  constructor
  · intro h
    refine ⟨cos (q * a) * exp (p * a), ?_, ?_⟩
    · simp only [inside, outside]
      linear_combination (-cos (q * a)) * e
    · rw [h1.deriv, (h2 _).deriv]
      linear_combination -h + p * cos (q * a) * e
  · rintro ⟨B, hv, hd⟩
    rw [h1.deriv, (h2 B).deriv] at hd
    simp only [inside, outside] at hv
    linear_combination -hd - p * hv

/-- Graphical solution: for `K > 0` the even bound states are the `q > 0` with
`q = K |cos (q a)|` for which `sin (q a)` and `cos (q a)` have the same strict sign. -/
theorem graphical_iff {a K q : ℝ} (hK : 0 < K) :
    IsEvenBound a K q ↔
      0 < q ∧ q = K * |cos (q * a)| ∧ 0 < sin (q * a) * cos (q * a) := by
  have hsc := Real.sin_sq_add_cos_sq (q * a)
  constructor
  · rintro ⟨hq, hqK, h⟩
    have hpos : 0 < K ^ 2 - q ^ 2 := by nlinarith
    have hp : 0 < decay K q := Real.sqrt_pos.mpr hpos
    have hp2 : decay K q ^ 2 = K ^ 2 - q ^ 2 := Real.sq_sqrt hpos.le
    have hc : cos (q * a) ≠ 0 := by
      intro hc
      rw [hc, mul_zero] at h
      have hs : sin (q * a) = 0 := (mul_eq_zero.mp h).resolve_left hq.ne'
      rw [hs, hc] at hsc
      norm_num at hsc
    refine ⟨hq, ?_, ?_⟩
    · -- squaring the matching condition removes the decay constant
      refine (sq_eq_sq₀ hq.le (by positivity)).mp ?_
      rw [mul_pow, sq_abs]
      linear_combination (q * sin (q * a) + decay K q * cos (q * a)) * h
        + cos (q * a) ^ 2 * hp2 - q ^ 2 * hsc
    · have h3 : 0 < q * (sin (q * a) * cos (q * a)) := by
        rw [show q * (sin (q * a) * cos (q * a)) = decay K q * cos (q * a) ^ 2 by
          linear_combination cos (q * a) * h]
        positivity
      exact (mul_pos_iff_of_pos_left hq).mp h3
  · rintro ⟨hq, hqc, hpos⟩
    have hs : sin (q * a) ≠ 0 := left_ne_zero_of_mul hpos.ne'
    have hq2 : q ^ 2 = K ^ 2 * cos (q * a) ^ 2 := by
      have h := congrArg (fun t : ℝ => t ^ 2) hqc
      simpa only [mul_pow, sq_abs] using h
    have hks : K ^ 2 - q ^ 2 = K ^ 2 * sin (q * a) ^ 2 := by
      linear_combination -hq2 - K ^ 2 * hsc
    have hp : decay K q = K * |sin (q * a)| := by
      unfold decay
      rw [hks, ← sq_abs (sin (q * a)), ← mul_pow]
      exact Real.sqrt_sq (by positivity)
    have hcs : |cos (q * a)| * sin (q * a) = |sin (q * a)| * cos (q * a) := by
      rcases mul_pos_iff.mp hpos with ⟨h1, h2⟩ | ⟨h1, h2⟩
      · rw [abs_of_pos h1, abs_of_pos h2, mul_comm]
      · rw [abs_of_neg h1, abs_of_neg h2]
        ring
    refine ⟨hq, ?_, ?_⟩
    · by_contra hn
      have h1 : 0 < K ^ 2 * sin (q * a) ^ 2 := by positivity
      have h2 := mul_self_le_mul_self hK.le (not_lt.mp hn)
      nlinarith
    · rw [hp]
      linear_combination sin (q * a) * hqc + K * hcs

/-- A well of any positive width and depth has an even bound state with `q a < π / 2`. -/
theorem exists_even_bound {a K : ℝ} (ha : 0 < a) (hK : 0 < K) :
    ∃ q, q * a < π / 2 ∧ IsEvenBound a K q := by
  have hf : Continuous (fun q : ℝ => q - K * cos (q * a)) := by fun_prop
  have hb : 0 < π / (2 * a) := by positivity
  have hmem : (0 : ℝ) ∈ Set.Ioo (0 - K * cos (0 * a))
      (π / (2 * a) - K * cos (π / (2 * a) * a)) := by
    rw [show π / (2 * a) * a = π / 2 by field_simp, Real.cos_pi_div_two, zero_mul,
      Real.cos_zero]
    constructor <;> linarith
  obtain ⟨q, ⟨h0, h1⟩, hq⟩ := intermediate_value_Ioo hb.le hf.continuousOn hmem
  have hq' : q - K * cos (q * a) = 0 := hq
  have hqa : 0 < q * a := mul_pos h0 ha
  have h2 : q * a < π / 2 := by
    have := (lt_div_iff₀ (by positivity)).mp h1
    linarith
  have hc : 0 < cos (q * a) := Real.cos_pos_of_mem_Ioo ⟨by linarith, h2⟩
  have hs : 0 < sin (q * a) := Real.sin_pos_of_pos_of_lt_pi hqa (by linarith)
  refine ⟨q, h2, (graphical_iff hK).mpr ⟨h0, ?_, mul_pos hs hc⟩⟩
  rw [abs_of_pos hc]
  linarith

/-- For `a > 0` and `K a > π`, there is an even bound state with `q a > π`. -/
theorem exists_second_even_bound {a K : ℝ} (ha : 0 < a) (hKa : π < K * a) :
    ∃ q, π < q * a ∧ IsEvenBound a K q := by
  have hpi := Real.pi_pos
  have hK : 0 < K := pos_of_mul_pos_left (hpi.trans hKa) ha.le
  have hf : Continuous (fun q : ℝ => q + K * cos (q * a)) := by fun_prop
  have hb : 0 < 3 * π / 2 / a := by positivity
  have hle : π / a ≤ 3 * π / 2 / a := by
    gcongr
    linarith
  have hlt : π / a < K := (div_lt_iff₀ ha).mpr hKa
  have hcos : cos (3 * π / 2) = 0 := by
    rw [show 3 * π / 2 = π / 2 + π by ring, Real.cos_add_pi, Real.cos_pi_div_two, neg_zero]
  have hmem : (0 : ℝ) ∈ Set.Ioo (π / a + K * cos (π / a * a))
      (3 * π / 2 / a + K * cos (3 * π / 2 / a * a)) := by
    rw [div_mul_cancel₀ _ ha.ne', div_mul_cancel₀ _ ha.ne', hcos, Real.cos_pi]
    constructor <;> linarith
  obtain ⟨q, ⟨h0, h1⟩, hq⟩ := intermediate_value_Ioo hle hf.continuousOn hmem
  have hq' : q + K * cos (q * a) = 0 := hq
  have h2 : π < q * a := (div_lt_iff₀ ha).mp h0
  have h3 : q * a < 3 * π / 2 := (lt_div_iff₀ ha).mp h1
  -- in the third quadrant both sine and cosine are negative
  have hs : sin (q * a) < 0 := by
    have h := Real.sin_pos_of_pos_of_lt_pi (x := q * a - π) (by linarith) (by linarith)
    rw [Real.sin_sub_pi] at h
    linarith
  have hc : cos (q * a) < 0 := by
    have h := Real.cos_pos_of_mem_Ioo (x := q * a - π) ⟨by linarith, by linarith⟩
    rw [Real.cos_sub_pi] at h
    linarith
  have hq0 : 0 < q := lt_trans (by positivity) h0
  refine ⟨q, h2, (graphical_iff hK).mpr ⟨hq0, ?_, mul_pos_of_neg_of_neg hs hc⟩⟩
  rw [abs_of_neg hc]
  linarith

/-- For `a > 0` and `K a ≤ π` an even bound state has `q = K cos (q a)` and `p = K sin (q a)`, with
`q a < π / 2`. -/
theorem shallow_form {a K q : ℝ} (ha : 0 < a) (hKa : K * a ≤ π) (h : IsEvenBound a K q) :
    q = K * cos (q * a) ∧ decay K q = K * sin (q * a) ∧ q * a < π / 2 := by
  have hK : 0 < K := h.1.trans h.2.1
  obtain ⟨hq, hqc, hpos⟩ := (graphical_iff hK).mp h
  have hlt : q * a < π := (mul_lt_mul_of_pos_right h.2.1 ha).trans_le hKa
  have hs := Real.sin_pos_of_pos_of_lt_pi (mul_pos hq ha) hlt
  have hc : 0 < cos (q * a) := (mul_pos_iff_of_pos_left hs).mp hpos
  rw [abs_of_pos hc] at hqc
  refine ⟨hqc, ?_, ?_⟩
  · apply mul_right_cancel₀ hc.ne'
    linear_combination -h.2.2 + sin (q * a) * hqc
  · by_contra hn
    have := Real.cos_nonpos_of_pi_div_two_le_of_le (not_lt.mp hn)
      (by linarith [Real.pi_pos])
    linarith

/-- A well of positive width and depth has exactly one even bound state if and only if
`K a ≤ π`. -/
theorem existsUnique_iff {a K : ℝ} (ha : 0 < a) (hK : 0 < K) :
    (∃! q, IsEvenBound a K q) ↔ K * a ≤ π := by
  obtain ⟨q, hqa, hq⟩ := exists_even_bound ha hK
  constructor
  · intro hu
    by_contra hn
    obtain ⟨r, hra, hr⟩ := exists_second_even_bound ha (not_le.mp hn)
    rw [hu.unique hq hr] at hqa
    linarith [Real.pi_pos]
  · intro hKa
    -- the cosine decreases, so two solutions cannot be ordered
    have key : ∀ x y, IsEvenBound a K x → IsEvenBound a K y → ¬ x < y := by
      intro x y hx hy hxy
      obtain ⟨ex, -, -⟩ := shallow_form ha hKa hx
      obtain ⟨ey, -, hy2⟩ := shallow_form ha hKa hy
      have hcos := Real.cos_lt_cos_of_nonneg_of_le_pi (mul_pos hx.1 ha).le
        (by linarith [Real.pi_pos]) (mul_lt_mul_of_pos_right hxy ha)
      have := mul_lt_mul_of_pos_left hcos hK
      linarith
    exact ⟨q, hq, fun r hr =>
      le_antisymm (not_lt.mp (key q r hq hr)) (not_lt.mp (key r q hr hq))⟩

/-- For `a > 0` and `K a ≤ π` the decay constant `p` of an even bound state obeys
`a (1 - (a K)²) < p / K² < a`. -/
theorem decay_bounds {a K q : ℝ} (ha : 0 < a) (hKa : K * a ≤ π) (h : IsEvenBound a K q) :
    a * (1 - (a * K) ^ 2) < decay K q / K ^ 2 ∧ decay K q / K ^ 2 < a := by
  have hq := h.1
  have hK : 0 < K := hq.trans h.2.1
  obtain ⟨hqc, hps, hx⟩ := shallow_form ha hKa h
  have hqa : 0 < q * a := mul_pos hq ha
  have hc : 0 < cos (q * a) := Real.cos_pos_of_mem_Ioo ⟨by linarith, hx⟩
  have hp2 : decay K q ^ 2 = K ^ 2 - q ^ 2 := Real.sq_sqrt (by nlinarith [h.2.1])
  have hp0 : 0 ≤ decay K q := Real.sqrt_nonneg _
  -- upper bound from `sin x < x`
  have hup : decay K q < a * K ^ 2 := by
    have h1 := mul_lt_mul_of_pos_left (Real.sin_lt hqa) hK
    have h2 := mul_lt_mul_of_pos_left h.2.1 (mul_pos hK ha)
    nlinarith
  -- lower bound from `x < tan x`
  have hlow : a * q ^ 2 < decay K q := by
    have h1 := Real.lt_tan hqa hx
    rw [Real.tan_eq_sin_div_cos, lt_div_iff₀ hc] at h1
    have h2 := mul_lt_mul_of_pos_left h1 hK
    have h3 : K * (q * a * cos (q * a)) = a * q ^ 2 := by
      linear_combination (-(q * a)) * hqc
    linarith
  constructor
  · rw [lt_div_iff₀ (by positivity)]
    have h1 : decay K q ^ 2 ≤ (a * K ^ 2) ^ 2 := pow_le_pow_left₀ hp0 hup.le 2
    have h2 := mul_le_mul_of_nonneg_left h1 ha.le
    have h3 : a * decay K q ^ 2 = a * K ^ 2 - a * q ^ 2 := by rw [hp2]; ring
    have h4 : a * (1 - (a * K) ^ 2) * K ^ 2 = a * K ^ 2 - a * (a * K ^ 2) ^ 2 := by ring
    linarith
  · rw [div_lt_iff₀ (by positivity)]
    exact hup

/-- Weak binding in one dimension: along even bound states of a well of half-width `a > 0`,
`p / K²` tends to `a` as the depth parameter `K` decreases to zero. -/
theorem weak_binding {a : ℝ} (ha : 0 < a) {q : ℝ → ℝ}
    (hq : ∀ᶠ K in 𝓝[>] (0 : ℝ), IsEvenBound a K (q K)) :
    Tendsto (fun K => decay K (q K) / K ^ 2) (𝓝[>] 0) (𝓝 a) := by
  have hlim : Tendsto (fun K : ℝ => a * (1 - (a * K) ^ 2)) (𝓝[>] 0) (𝓝 a) := by
    have hc : Continuous (fun K : ℝ => a * (1 - (a * K) ^ 2)) := by fun_prop
    exact (hc.tendsto' 0 a (by simp)).mono_left nhdsWithin_le_nhds
  have hb : ∀ᶠ K in 𝓝[>] (0 : ℝ), a * (1 - (a * K) ^ 2) < decay K (q K) / K ^ 2 ∧
      decay K (q K) / K ^ 2 < a := by
    filter_upwards [hq, Ioo_mem_nhdsGT (div_pos Real.pi_pos ha)] with K h hK
    exact decay_bounds ha ((lt_div_iff₀ ha).mp hK.2).le h
  exact tendsto_of_tendsto_of_tendsto_of_le_of_le' hlim tendsto_const_nhds
    (hb.mono fun _ h => h.1.le) (hb.mono fun _ h => h.2.le)

/-- Along even bound states of a well of half-width `a > 0`, with mass `m > 0` and `ħ > 0`, the
binding energy `ħ²p²/2m` divided by the square of the well depth `ħ²K²/2m` tends to `2 m a²/ħ²` as
`K` decreases to zero. -/
theorem weak_binding_energy {a m ħ : ℝ} (ha : 0 < a) (hm : 0 < m) (hħ : 0 < ħ) {q : ℝ → ℝ}
    (hq : ∀ᶠ K in 𝓝[>] (0 : ℝ), IsEvenBound a K (q K)) :
    Tendsto (fun K => (ħ ^ 2 * decay K (q K) ^ 2 / (2 * m)) / (ħ ^ 2 * K ^ 2 / (2 * m)) ^ 2)
      (𝓝[>] 0) (𝓝 (2 * m * a ^ 2 / ħ ^ 2)) := by
  have h := ((weak_binding ha hq).pow 2).const_mul (2 * m / ħ ^ 2)
  rw [show 2 * m * a ^ 2 / ħ ^ 2 = 2 * m / ħ ^ 2 * a ^ 2 by ring]
  refine h.congr' ?_
  filter_upwards [self_mem_nhdsWithin] with K hK
  have hK0 : K ≠ 0 := ne_of_gt hK
  field_simp

end

end WeakBindingSquareWell
```

```lean
#print axioms WeakBindingSquareWell.matching_iff
#print axioms WeakBindingSquareWell.existsUnique_iff
#print axioms WeakBindingSquareWell.weak_binding
#print axioms WeakBindingSquareWell.weak_binding_energy
```

```
'WeakBindingSquareWell.matching_iff' depends on axioms: [propext, Classical.choice, Quot.sound]
'WeakBindingSquareWell.existsUnique_iff' depends on axioms: [propext, Classical.choice, Quot.sound]
'WeakBindingSquareWell.weak_binding' depends on axioms: [propext, Classical.choice, Quot.sound]
'WeakBindingSquareWell.weak_binding_energy' depends on axioms: [propext, Classical.choice, Quot.sound]
```

## What the theorems say, and where the model stops

`IsEvenBound a K q` states that $0<q<K$ and that the matching equation holds, with `decay K q` for $p$. The strict inequality $q<K$ excludes $p=0$, whose constant tail is not normalisable; this is why uniqueness still holds at $Ka=\pi$. The functions `inside` and `outside` are unnormalised, with amplitude 1 at the centre. The normalised state carries the factor $(a+1/p)^{-1/2}$.

`existsUnique_iff` says that, for positive $a$ and $K$, there is exactly one even bound state if and only if $Ka\le\pi$. In `weak_binding`, `q` is a function of the depth parameter, and `q K` must be the interior wave number of an even bound state for all sufficiently small positive $K$. `exists_even_bound` supplies such states. The filter `𝓝[>] 0` expresses the approach to zero from above. `weak_binding_energy` restates the limit in physical units, with $m$ and $\hbar$ as arbitrary positive constants.

The proofs take the same route as the derivation:

- `matching_iff` computes the two derivatives and eliminates `B`; `graphical_iff` does the squaring and the sign analysis. In both, `linear_combination` checks the algebra.
- `exists_even_bound` and `exists_second_even_bound` apply the intermediate value theorem to the two functions above.
- `shallow_form` removes the absolute value for $Ka\le\pi$, and `existsUnique_iff` then uses the strict decrease of the cosine.
- `decay_bounds` takes its inequalities from `Real.sin_lt` and `Real.lt_tan`. `weak_binding` restricts to $K<\pi/a$ and squeezes.

The step left to the physicist is the one from the Schrödinger equation to the model: that a cosine inside and exponentials outside, with $p^2+q^2=K^2$, are the even bound solutions. The theorems concern real numbers and a square well, so they bound neither rounding and grid errors nor the decay constant of a well of another shape.
